# Among one-dimensional cosine bands with absolutely summable coefficients, only flat ones are averaged exactly on every Gamma-centred grid

Take the band $g(k)=\cos 4\pi k-\cos 8\pi k$, whose average over the Brillouin zone is zero. Grids of one, two and three points starting at $\Gamma$ all return exactly zero, so the average looks converged. The four-point grid then returns $-1$. On the smaller grids the errors of the two harmonics either cancelled or were absent.

With infinitely many harmonics, such cancellations might conceivably occur on every grid at once, and no grid average would then reveal the dispersion. For a one-dimensional cosine series with absolutely summable coefficients this cannot happen. The restriction to one dimension matters: the two-dimensional band $\cos 2\pi k_x-\cos 2\pi k_y$ is not flat, yet its average is exactly zero on every $N\times N$ grid that contains $\Gamma$.

## The band and its grid average

```lean
import Mathlib

open Real Filter Topology

namespace GammaGridExactness

noncomputable section

/-- The band with cosine coefficients `a m`, as a function of the reduced wave number `k`. -/
def band (a : ℕ → ℝ) (k : ℝ) : ℝ := ∑' m : ℕ, a m * Real.cos (2 * π * m * k)
```

The sequence `a : ℕ → ℝ` holds real coefficients $a_0,a_1,\dots$, and `∑'` is an infinite sum:
$$g(k)=\sum_{m\ge 0}a_m\cos(2\pi mk).$$
The reduced wave number $k$ runs over one period of length 1. In a non-interacting chain with one orbital per cell, orthonormal orbitals and real hopping amplitudes, $a_0$ is the on-site energy and $a_m$ for $m\ge1$ is, up to sign convention, twice the hopping amplitude to the $m$-th neighbour.

```lean
/-- The average of `g` over the Gamma-centred grid `r / N`, `r < N`, for `N ≥ 1`. -/
def gridAverage (g : ℝ → ℝ) (N : ℕ) : ℝ := (∑ r ∈ Finset.range N, g (r / N)) / N
```

This is the plain average $\frac1N\sum_{r=0}^{N-1}g(r/N)$. The point $r=0$ is $\Gamma$.

```lean
/-- The positive integer `j` has no prime factor below `n`: it survives the sieve up to `n`. -/
def Survives (n j : ℕ) : Prop := j ≠ 0 ∧ ∀ p : ℕ, p.Prime → p < n → ¬ p ∣ j
```

`Survives n j` says that $j$ is nonzero and that no prime $p<n$ divides it. Every positive integer survives up to $n=0$; up to $n=4$ the survivors are $1,5,7,11,\dots$

## What a grid does to one harmonic

```lean
/-- The phases of the `m`-th harmonic on a grid of `N ≥ 1` points add up to `N` if `N` divides
`m`, and cancel otherwise. -/
theorem phase_sum (m : ℕ) {N : ℕ} (hN : 1 ≤ N) :
    ∑ r ∈ Finset.range N, Complex.exp ((2 * π * m * (r / N) : ℝ) * Complex.I)
      = if N ∣ m then (N : ℂ) else 0 := by
  have hω := Complex.isPrimitiveRoot_exp N (by omega)
  set ω := Complex.exp (2 * π * Complex.I / N) with hdef
  have hr : ∀ r : ℕ, Complex.exp ((2 * π * m * (r / N) : ℝ) * Complex.I) = (ω ^ m) ^ r := by
    intro r
    rw [hdef, ← Complex.exp_nat_mul, ← Complex.exp_nat_mul]
    congr 1
    push_cast
    ring
  simp_rw [hr]
  split_ifs with h
  · rw [(hω.pow_eq_one_iff_dvd m).2 h]
    simp
  · -- a geometric sum over a nontrivial root of unity
    have h1 : ω ^ m ≠ 1 := fun e => h ((hω.pow_eq_one_iff_dvd m).1 e)
    have h2 : (ω ^ m) ^ N = 1 := by
      rw [← pow_mul, mul_comm, pow_mul, hω.pow_eq_one, one_pow]
    have h3 := mul_neg_geom_sum (ω ^ m) N
    rw [h2, sub_self] at h3
    exact (mul_eq_zero.1 h3).resolve_left (sub_ne_zero.2 h1.symm)
```

The names before the colon are the data and hypotheses; `hN` is the assumption $N\ge1$. The claim is
$$\sum_{r=0}^{N-1}e^{2\pi i mr/N}=\begin{cases}N & N\mid m,\\ 0 & \text{otherwise.}\end{cases}$$
Put $\omega=e^{2\pi i/N}$ and $z=\omega^m$, so that the sum is $\sum_r z^r$. If $N\mid m$, then $z=1$ and the sum is $N$. Otherwise $z\ne1$ but $z^N=1$, so $(1-z)\sum_r z^r=1-z^N=0$, and the sum vanishes. In Lean, `hr` rewrites the phases as powers, `split_ifs` separates the two cases, and `mul_neg_geom_sum` is the geometric identity.

```lean
/-- A grid of `N ≥ 1` points averages the `m`-th cosine harmonic to one if `N` divides `m`, and
to zero otherwise. -/
theorem cos_average (m : ℕ) {N : ℕ} (hN : 1 ≤ N) :
    gridAverage (fun k => Real.cos (2 * π * m * k)) N = if N ∣ m then 1 else 0 := by
  have hN0 : (N : ℝ) ≠ 0 := Nat.cast_ne_zero.2 (by omega)
  have h := congrArg Complex.re (phase_sum m hN)
  rw [Complex.re_sum] at h
  simp only [Complex.exp_ofReal_mul_I_re] at h
  simp only [gridAverage]
  rw [h]
  split_ifs <;> simp [hN0]
```

Taking the real part and dividing by $N$ gives the cosine average: 1 if $N\mid m$, otherwise 0.

```lean
/-- Every sine harmonic averages to zero on every Gamma-centred grid of `N ≥ 1` points. -/
theorem sin_average (m : ℕ) {N : ℕ} (hN : 1 ≤ N) :
    gridAverage (fun k => Real.sin (2 * π * m * k)) N = 0 := by
  have h := congrArg Complex.im (phase_sum m hN)
  rw [Complex.im_sum] at h
  simp only [Complex.exp_ofReal_mul_I_im] at h
  simp only [gridAverage]
  rw [h]
  split_ifs <;> simp
```

The imaginary part is zero in both cases. The band $\sin 2\pi k$ is therefore averaged exactly on every grid without being flat, which is why the series contains only cosines. Physically this means $g(k)=g(-k)$, as time reversal ensures for a spinless band.

## Aliasing

```lean
/-- Aliasing: for summable coefficients and `N ≥ 1`, the grid average is `a 0` plus the sum of the
coefficients at the positive multiples of `N`. -/
theorem gridAverage_band {a : ℕ → ℝ} (hs : Summable a) {N : ℕ} (hN : 1 ≤ N) :
    gridAverage (band a) N = a 0 + ∑' j : ℕ, a ((j + 1) * N) := by
  have hinj : Function.Injective (fun j : ℕ => j * N) :=
    fun i j h => Nat.eq_of_mul_eq_mul_right hN h
  have hsum : ∀ k : ℝ, Summable fun m : ℕ => a m * Real.cos (2 * π * m * k) := fun k =>
    Summable.of_norm_bounded (g := fun m => ‖a m‖) hs.norm (fun m => by
      rw [norm_mul]
      exact mul_le_of_le_one_right (norm_nonneg _) (Real.abs_cos_le_one _))
  calc gridAverage (band a) N
      = ∑' m : ℕ, a m * gridAverage (fun k => Real.cos (2 * π * m * k)) N := by
        simp only [gridAverage, band]
        rw [← Summable.tsum_finsetSum (fun (r : ℕ) _ => hsum ((r : ℝ) / N)), ← tsum_div_const]
        refine tsum_congr fun m => ?_
        rw [← Finset.mul_sum, mul_div_assoc]
    _ = ∑' m : ℕ, (if N ∣ m then a m else 0) := tsum_congr fun m => by
        rw [cos_average m hN]
        split_ifs <;> simp
    _ = ∑' j : ℕ, a (j * N) := by
        refine (Function.Injective.tsum_eq hinj ?_).symm.trans (tsum_congr fun j => by simp)
        intro m hm
        have hd : N ∣ m := by
          by_contra h
          exact hm (if_neg h)
        obtain ⟨q, rfl⟩ := hd
        exact ⟨q, mul_comm _ _⟩
    _ = a 0 + ∑' j : ℕ, a ((j + 1) * N) := by
        have h := (hs.comp_injective hinj).tsum_eq_zero_add
        simpa only [Function.comp_apply, zero_mul] using h
```

For real series, `Summable a` means $\sum_m|a_m|<\infty$: the hoppings decay fast enough with distance for their magnitudes to have a finite sum. Since $|a_m\cos(2\pi mk)|\le|a_m|$, the series converges at each grid point, and a finite sum of convergent series may be taken term by term:
$$\frac1N\sum_{r=0}^{N-1}g(r/N)=\sum_{m\ge0}a_m\,\frac1N\sum_{r=0}^{N-1}\cos\frac{2\pi mr}{N}=\sum_{N\mid m}a_m=a_0+\sum_{j\ge0}a_{(j+1)N}.$$
The `calc` block follows this chain. The last sum is the difference between the grid average and $a_0$.

The theorems compare the grid with the coefficient $a_0$. To read this as a comparison with the true zone average, one integrates the series term by term, which gives $\int_0^1 g\,dk=a_0$; that step is taken here in the prose and not in Lean.

## Sieving out the cancellations

```lean
/-- If the sums of a summable sequence over the positive multiples of `M` vanish for every
`M ≥ 1`, then every term with index `m ≥ 1` vanishes. -/
theorem eq_zero_of_multiples {c : ℕ → ℝ} (hc : Summable c)
    (h : ∀ M : ℕ, 1 ≤ M → ∑' j : ℕ, c ((j + 1) * M) = 0) {m : ℕ} (hm : 1 ≤ m) : c m = 0 := by
  classical
  have hinj : ∀ M : ℕ, 1 ≤ M → Function.Injective (fun j : ℕ => j * M) :=
    fun M hM i j e => Nat.eq_of_mul_eq_mul_right hM e
  have hsum : ∀ (P : ℕ → Prop) [DecidablePred P] (M : ℕ), 1 ≤ M →
      Summable fun j : ℕ => if P j then c (j * M) else 0 := fun P _ M hM =>
    Summable.of_norm_bounded (g := fun j => ‖c (j * M)‖)
      (hc.comp_injective (hinj M hM)).norm (fun j => by split_ifs <;> simp)
  have hstep : ∀ n j, Survives (n + 1) j ↔ Survives n j ∧ (n.Prime → ¬ n ∣ j) := by
    intro n j
    constructor
    · rintro ⟨h0, h1⟩
      exact ⟨⟨h0, fun p pp pn => h1 p pp (by omega)⟩, fun hp => h1 n hp (by omega)⟩
    · rintro ⟨⟨h0, h1⟩, h2⟩
      refine ⟨h0, fun p pp pn => ?_⟩
      rcases (by omega : p < n ∨ p = n) with hlt | rfl
      · exact h1 p pp hlt
      · exact h2 pp
  -- sieving out one prime after another keeps all the sums equal to zero
  have sieve : ∀ n M : ℕ, 1 ≤ M →
      ∑' j : ℕ, (if Survives n j then c (j * M) else 0) = 0 := by
    intro n
    induction n with
    | zero =>
      intro M hM
      rw [(hsum (Survives 0) M hM).tsum_eq_zero_add]
      simpa [Survives] using h M hM
    | succ n ih =>
      intro M hM
      by_cases hp : n.Prime
      · have hK : ∑' j : ℕ, (if Survives n j ∧ n ∣ j then c (j * M) else 0) = 0 := by
          refine Eq.trans ?_ (ih (n * M) (Nat.mul_pos hp.pos hM))
          refine (Function.Injective.tsum_eq (hinj n hp.pos) ?_).symm.trans
            (tsum_congr fun i => ?_)
          · intro j hj
            have hd : n ∣ j := by
              by_contra hd
              exact hj (if_neg fun e => hd e.2)
            obtain ⟨q, rfl⟩ := hd
            exact ⟨q, mul_comm _ _⟩
          · have hR : Survives n (i * n) ↔ Survives n i := by
              constructor
              · rintro ⟨h0, h1⟩
                exact ⟨fun e => h0 (by simp [e]),
                  fun p pp pn hd => h1 p pp pn (hd.mul_right n)⟩
              · rintro ⟨h0, h1⟩
                exact ⟨Nat.mul_ne_zero h0 hp.ne_zero, fun p pp pn hd =>
                  (pp.dvd_mul.1 hd).elim (h1 p pp pn)
                    (fun e => pn.ne ((Nat.prime_dvd_prime_iff_eq pp hp).1 e))⟩
            by_cases hi : Survives n i <;> simp [hR, hi, mul_assoc]
        have s1 : Summable fun j : ℕ => if Survives n j then c (j * M) else 0 :=
          hsum (Survives n) M hM
        have s2 : Summable fun j : ℕ => if Survives n j ∧ n ∣ j then c (j * M) else 0 :=
          hsum (fun j => Survives n j ∧ n ∣ j) M hM
        have hG : ∀ j : ℕ, (if Survives (n + 1) j then c (j * M) else 0)
            = (if Survives n j then c (j * M) else 0)
              - (if Survives n j ∧ n ∣ j then c (j * M) else 0) := by
          intro j
          by_cases h1 : Survives n j <;> by_cases h2 : n ∣ j <;> simp [hstep, hp, h1, h2]
        rw [tsum_congr hG, s1.tsum_sub s2, ih M hM, hK, sub_zero]
      · refine (tsum_congr fun j => ?_).trans (ih M hM)
        simp [hstep, hp]
  -- in the limit only `j = 1` survives
  have lim : Tendsto (fun n : ℕ => ∑' j : ℕ, (if Survives n j then c (j * m) else 0)) atTop
      (𝓝 (∑' j : ℕ, (if j = 1 then c (j * m) else 0))) := by
    refine tendsto_tsum_of_dominated_convergence (bound := fun j => ‖c (j * m)‖)
      (hc.comp_injective (hinj m hm)).norm (fun j => ?_)
      (Eventually.of_forall fun n j => by split_ifs <;> simp)
    refine tendsto_const_nhds.congr' ?_
    filter_upwards [eventually_gt_atTop j] with n hn
    have hone : Survives n j ↔ j = 1 := by
      constructor
      · rintro ⟨h0, h1⟩
        by_contra hj
        exact h1 j.minFac (Nat.minFac_prime hj)
          ((Nat.minFac_le (by omega)).trans_lt hn) (Nat.minFac_dvd j)
      · rintro rfl
        exact ⟨one_ne_zero, fun p pp _ hd => pp.one_lt.ne' (Nat.dvd_one.1 hd)⟩
    by_cases hj : Survives n j
    · rw [if_pos hj, if_pos (hone.1 hj)]
    · rw [if_neg hj, if_neg (fun e => hj (hone.2 e))]
  have z := tendsto_nhds_unique lim
    (tendsto_const_nhds.congr fun n => (sieve n m hm).symm)
  rw [tsum_eq_single 1 (fun j hj => if_neg hj)] at z
  simpa using z
```

Here $c$ is any absolutely summable sequence with $\sum_{j\ge0}c_{(j+1)M}=0$ for every $M\ge1$. The claim is $c_m=0$ for each $m\ge1$. Define
$$S_n(M)=\sum_{j\text{ survives up to }n}c_{jM}.$$

First, $S_n(M)=0$ for all $n$ and all $M\ge1$, by induction on $n$ (`sieve`). For $n=0$ this is the hypothesis. In going from $n$ to $n+1$, nothing changes if $n$ is not prime. If $n$ is prime, the survivors divisible by $n$ are removed. These are the numbers $j=in$ where $i$ survives up to $n$, because a factor $n$ brings in no smaller prime. Hence
$$S_{n+1}(M)=S_n(M)-S_n(nM)=0-0=0.$$
In Lean, `hK` states that the removed part sums to zero.

Next, let $n$ grow with $m$ fixed. Any $j>1$ has a prime factor no larger than $j$, so for $n\ge2$ the only survivor below $n$ is $j=1$. Therefore
$$|S_n(m)-c_m|\le\sum_{j\ge n}|c_{jm}|\longrightarrow0.$$
Since $S_n(m)=0$ throughout, $c_m=0$. Lean takes this limit in `lim` by dominated convergence, with $|c_{jm}|$ as the bound, and `tendsto_nhds_unique` identifies the two limits.

## Which grids are exact

```lean
/-- For summable coefficients and `N ≥ 1`, the average equals `a 0` on every refinement of the
`N`-point grid by an integer factor exactly when all harmonics at positive multiples of `N`
are absent. -/
theorem exact_on_refinements_iff {a : ℕ → ℝ} (hs : Summable a) {N : ℕ} (hN : 1 ≤ N) :
    (∀ M : ℕ, 1 ≤ M → gridAverage (band a) (M * N) = a 0) ↔
      ∀ j : ℕ, 1 ≤ j → a (j * N) = 0 := by
  constructor
  · intro h j hj
    have hinj : Function.Injective (fun j : ℕ => j * N) :=
      fun i j e => Nat.eq_of_mul_eq_mul_right hN e
    refine eq_zero_of_multiples (c := fun i => a (i * N)) (hs.comp_injective hinj)
      (fun M hM => ?_) hj
    have h1 := h M hM
    rw [gridAverage_band hs (Nat.mul_pos hM hN)] at h1
    have h2 : ∑' i : ℕ, a ((i + 1) * (M * N)) = 0 := by linarith
    simpa only [mul_assoc] using h2
  · intro h M hM
    have h0 : ∀ i : ℕ, a ((i + 1) * (M * N)) = 0 := fun i => by
      rw [← mul_assoc]
      exact h _ (Nat.mul_pos i.succ_pos hM)
    rw [gridAverage_band hs (Nat.mul_pos hM hN)]
    simp only [h0, tsum_zero, add_zero]
```

The symbol `↔` means "if and only if". The average is $a_0$ on all grids of $MN$ points, $M\ge1$, exactly when $a_{jN}=0$ for all $j\ge1$. From left to right, aliasing gives $\sum_{i\ge0}a_{(i+1)MN}=0$ for every $M\ge1$, and the sieve applies to $c_i=a_{iN}$. From right to left, every term of the error sum is zero.

```lean
/-- For summable coefficients and `N₀ ≥ 1`, the average equals `a 0` on all grids with at least
`N₀` points exactly when the band has no harmonic of order `N₀` or higher. -/
theorem exact_from_iff {a : ℕ → ℝ} (hs : Summable a) {N₀ : ℕ} (hN₀ : 1 ≤ N₀) :
    (∀ N : ℕ, N₀ ≤ N → gridAverage (band a) N = a 0) ↔ ∀ m : ℕ, N₀ ≤ m → a m = 0 := by
  constructor
  · intro h m hm
    have h1 := (exact_on_refinements_iff hs (hN₀.trans hm)).1
      (fun M hM => h _ (hm.trans (Nat.le_mul_of_pos_left m hM))) 1 le_rfl
    simpa using h1
  · intro h N hN
    have h1 := (exact_on_refinements_iff hs (hN₀.trans hN)).2
      (fun j hj => h _ (hN.trans (Nat.le_mul_of_pos_left N hj))) 1 le_rfl
    simpa using h1
```

All grids with at least $N_0$ points are exact precisely when $a_m=0$ for all $m\ge N_0$. Given exactness and $m\ge N_0$, every refinement $Mm$ of the $m$-point grid is also large enough, so the previous theorem with $j=1$ gives $a_m=0$. Conversely, if $N\ge N_0$, all positive multiples of $N$ are at least $N_0$, their coefficients vanish, and the case $M=1$ gives exactness.

For a filled, non-interacting band of this one-dimensional form, hopping that reaches no farther than the $R$-th neighbour thus makes the average band energy exact on every grid with more than $R$ points. If infinitely many $a_m$ are nonzero, inexact grids occur at arbitrarily large $N$.

```lean
/-- If a cosine band with summable coefficients has average `a 0` on every Gamma-centred grid,
then all its harmonics `m ≥ 1` vanish and the band is flat. -/
theorem flat_of_exact_on_every_grid {a : ℕ → ℝ} (hs : Summable a)
    (h : ∀ N : ℕ, 1 ≤ N → gridAverage (band a) N = a 0) :
    (∀ m : ℕ, 1 ≤ m → a m = 0) ∧ ∀ k : ℝ, band a k = a 0 := by
  have h0 := (exact_from_iff hs le_rfl).1 h
  refine ⟨h0, fun k => ?_⟩
  unfold band
  rw [tsum_eq_single 0 (fun m hm => by rw [h0 m (Nat.one_le_iff_ne_zero.2 hm), zero_mul])]
  simp

end

end GammaGridExactness
```

Setting $N_0=1$ gives $a_m=0$ for every $m\ge1$. Only the $m=0$ term of the series remains, so $g(k)=a_0\cos0=a_0$ for every $k$. The symbol `∧` joins these two conclusions.

```lean
#print axioms GammaGridExactness.sin_average
-- 'GammaGridExactness.sin_average' depends on axioms: [propext, Classical.choice, Quot.sound]
#print axioms GammaGridExactness.flat_of_exact_on_every_grid
-- 'GammaGridExactness.flat_of_exact_on_every_grid' depends on axioms: [propext, Classical.choice, Quot.sound]
```
